# For two real orbitals, the Cayley and normalised first-order rotations lag the exponential by x³/12 and x³/3 to leading order

## Two orbitals and a step of one radian

Take two orthonormal real orbitals and the generator
$$J=\begin{pmatrix}0&-1\\1&0\end{pmatrix},\qquad J^2=-1.$$
The matrix $\exp(J)$ rotates them by exactly 1 radian. The Cayley update with the same step is
$$(1-\tfrac12J)^{-1}(1+\tfrac12J)=\tfrac35+\tfrac45J,$$
a rotation by $2\arctan\frac12\approx0.927$. The first-order update $1+J$, divided by $\sqrt2$ to normalise its columns, is a rotation by $\arctan1\approx0.785$. All three matrices are orthogonal, so the orbitals stay orthonormal. The approximate updates differ from the exponential only in how far they turn.

## Orbital steps in a self-consistent-field calculation

Suppose an orbital optimiser mixes an occupied with a virtual orbital and is to keep the pair orthonormal. The exponential $\exp(xJ)$ does this for every real step $x$, and so do the two algebraic updates. For this single real pair, the result says that replacing the exponential by either of them changes the rotation angle only at third order in the step.

If the energy is a smooth function of the angle, a third-order change of angle leaves its gradient and Hessian with respect to $x$ at $x=0$ unchanged; this consequence is a remark about energies, which do not appear in the theorems.

## The limits and their Lean form

Let $\vartheta(U)\in(-\pi,\pi]$ be the polar angle of the first column of a $2\times2$ matrix $U$. Write $C(x)$ for the Cayley update and $N(x)$ for the normalised first-order update:
$$C(x)=(1-\tfrac x2J)^{-1}(1+\tfrac x2J),\qquad N(x)=\frac{1+xJ}{\sqrt{1+x^2}}.$$
As $x\to0$ with $x\neq0$,
$$\frac{\vartheta(e^{xJ})-\vartheta(C(x))}{x^3}\to\frac1{12},\qquad
\frac{\vartheta(e^{xJ})-\vartheta(N(x))}{x^3}\to\frac13 .$$

This is `retraction_angle_deficits`. In the file, $C$ is `cayleyStep`, $N$ is `normalizedStep` and $\vartheta$ is `rotationAngle`, the argument of the complex number formed from the entries `U 0 0` and `U 1 0`. The exponential is the matrix exponential `NormedSpace.exp`, and `𝓝[≠] 0` expresses the approach to zero through nonzero steps. The sign of `J` fixes the convention that a positive step turns the first orbital towards the second.

The model has one pair of real orbitals and one parameter. Larger orbital spaces, complex orbitals and the convergence of an SCF iteration are not treated.

## From matrices to angles

Write $R(\theta)=\cos\theta+J\sin\theta$ for the rotation by $\theta$.

**Exponential.** Since $J^2=-1$, the even terms of the exponential series sum to $\cos x$ and the odd terms to $J\sin x$. Hence $e^{xJ}=R(x)$.

**Cayley update.** Put $a=x/2$. From $(1-aJ)(1+aJ)=1+a^2$, the inverse of $1-aJ$ is $(1+aJ)/(1+a^2)$, and
$$C(x)=\frac{(1+aJ)^2}{1+a^2}=\frac{1-a^2}{1+a^2}+\frac{2a}{1+a^2}J .$$
With $a=\tan\alpha$ and $\alpha=\arctan a$, the coefficients are $\cos2\alpha$ and $\sin2\alpha$. Thus $C(x)=R(2\arctan(x/2))$.

**Normalised update.** Since $\cos(\arctan x)=1/\sqrt{1+x^2}$ and $\sin(\arctan x)=x/\sqrt{1+x^2}$, we have $N(x)=R(\arctan x)$.

## The cubic coefficients

Let $g(t)=t-\arctan t-t^3/3$. Then $g(0)=0$ and
$$g'(t)=1-\frac1{1+t^2}-t^2=-\frac{t^4}{1+t^2}.$$
For $|t|\le|x|$ this gives $|g'(t)|\le|x|^4$, so the mean value inequality yields $|g(x)|\le|x|^5$. For the Cayley angle,
$$x-2\arctan\frac x2-\frac{x^3}{12}=2g\!\left(\frac x2\right),$$
whose absolute value is at most $2(|x|/2)^5=|x|^5/16$.

For $|x|<\pi$ we have $\vartheta(e^{xJ})=x$. The angles $2\arctan(x/2)$ and $\arctan x$ always lie in $(-\pi,\pi)$, so $\vartheta$ returns them unchanged. Dividing the deficits by $x^3$ therefore gives $1/12$ and $1/3$, with errors of at most $x^2/16$ and $x^2$.

## Rotations beyond a half turn

The lemma `rotationAngle_rot` assumes $-\pi<\theta\le\pi$. Without that hypothesis it is false: for $\theta=3\pi/2$ the first column of $R(\theta)$ is $(0,-1)$, whose polar angle is $-\pi/2$. The limits are unaffected, because they involve only small steps.

## The complete file

```lean
import Mathlib

open Filter Topology

namespace OrbitalRotationRetractions

noncomputable section

/-- The generator of rotations between two real orbitals. -/
def J : Matrix (Fin 2) (Fin 2) ℝ := !![0, -1; 1, 0]

/-- The rotation of two orbitals by the angle `θ`. -/
def rot (θ : ℝ) : Matrix (Fin 2) (Fin 2) ℝ :=
  !![Real.cos θ, -Real.sin θ; Real.sin θ, Real.cos θ]

/-- The Cayley update with step `x`. -/
def cayleyStep (x : ℝ) : Matrix (Fin 2) (Fin 2) ℝ :=
  (1 - (x / 2) • J)⁻¹ * (1 + (x / 2) • J)

/-- The first-order update `1 + xJ`, rescaled to have normalised columns. -/
def normalizedStep (x : ℝ) : Matrix (Fin 2) (Fin 2) ℝ :=
  (√(1 + x ^ 2))⁻¹ • (1 + x • J)

/-- The angle, in `(-π, π]`, of the first column of a matrix in the orbital plane. -/
def rotationAngle (U : Matrix (Fin 2) (Fin 2) ℝ) : ℝ :=
  Complex.arg ⟨U 0 0, U 1 0⟩

/-- A rotation by an angle in `(-π, π]` has that angle as its rotation angle. -/
theorem rotationAngle_rot {θ : ℝ} (h1 : -Real.pi < θ) (h2 : θ ≤ Real.pi) :
    rotationAngle (rot θ) = θ := by
  have h : (⟨rot θ 0 0, rot θ 1 0⟩ : ℂ)
      = Complex.cos θ + Complex.sin θ * Complex.I := by
    apply Complex.ext <;> simp [rot, Complex.cos_ofReal_re, Complex.sin_ofReal_re]
  rw [rotationAngle, h, Complex.arg_cos_add_sin_mul_I ⟨h1, h2⟩]

/-- The exponential update `exp(xJ)` is the rotation by `x`. -/
theorem exp_generator (x : ℝ) : NormedSpace.exp (x • J) = rot x := by
  have hJ : J * J = -1 := by
    ext i j
    fin_cases i <;> fin_cases j <;> simp [J, Matrix.mul_apply, Fin.sum_univ_succ]
  -- The algebra map sending the imaginary unit to `J` carries `exp(ix)` to `exp(xJ)`.
  have h1 : Complex.liftAux J hJ ((x : ℂ) * Complex.I) = x • J := by
    simp [Complex.liftAux_apply]
  have h2 : Complex.liftAux J hJ (Complex.exp ((x : ℂ) * Complex.I)) = rot x := by
    rw [Complex.liftAux_apply, Complex.exp_ofReal_mul_I_re, Complex.exp_ofReal_mul_I_im]
    ext i j
    fin_cases i <;> fin_cases j <;> simp [J, rot, Matrix.algebraMap_matrix_apply]
  let : NormedRing (Matrix (Fin 2) (Fin 2) ℝ) := Matrix.linftyOpNormedRing
  let : NormedAlgebra ℝ (Matrix (Fin 2) (Fin 2) ℝ) := Matrix.linftyOpNormedAlgebra
  have hf : Continuous (Complex.liftAux J hJ) :=
    (Complex.liftAux J hJ).toLinearMap.continuous_of_finiteDimensional
  have h := NormedSpace.map_exp (Complex.liftAux J hJ) hf ((x : ℂ) * Complex.I)
  rw [← Complex.exp_eq_exp_ℂ, h1, h2] at h
  exact h.symm

/-- The Cayley update is the rotation by `2 arctan(x/2)`. -/
theorem cayleyStep_eq_rot (x : ℝ) : cayleyStep x = rot (2 * Real.arctan (x / 2)) := by
  have hs : Real.sin (Real.arctan (x / 2)) = x / 2 * Real.cos (Real.arctan (x / 2)) := by
    rw [Real.sin_arctan, Real.cos_arctan]
    ring
  have h := Real.sin_sq_add_cos_sq (Real.arctan (x / 2))
  rw [hs] at h
  have h1 : Real.cos (2 * Real.arctan (x / 2))
      + x / 2 * Real.sin (2 * Real.arctan (x / 2)) = 1 := by
    rw [Real.cos_two_mul, Real.sin_two_mul, hs]
    linear_combination 2 * h
  have h2 : Real.sin (2 * Real.arctan (x / 2))
      - x / 2 * Real.cos (2 * Real.arctan (x / 2)) = x / 2 := by
    rw [Real.cos_two_mul, Real.sin_two_mul, hs]
    ring
  have hA : 1 - (x / 2) • J = !![1, x / 2; -(x / 2), 1] := by
    ext i j
    fin_cases i <;> fin_cases j <;> simp [J]
  have hB : 1 + (x / 2) • J = !![1, -(x / 2); x / 2, 1] := by
    ext i j
    fin_cases i <;> fin_cases j <;> simp [J]
  -- The denominator is invertible for every real step.
  have hdet : IsUnit (!![1, x / 2; -(x / 2), 1] : Matrix (Fin 2) (Fin 2) ℝ).det := by
    rw [Matrix.det_fin_two_of, isUnit_iff_ne_zero]
    have : 0 < 1 * 1 - x / 2 * -(x / 2) := by nlinarith [sq_nonneg x]
    exact this.ne'
  have hM : !![1, x / 2; -(x / 2), 1] * rot (2 * Real.arctan (x / 2))
      = !![1, -(x / 2); x / 2, 1] := by
    unfold rot
    generalize Real.cos (2 * Real.arctan (x / 2)) = c at *
    generalize Real.sin (2 * Real.arctan (x / 2)) = s at *
    rw [Matrix.mul_fin_two]
    ext i j
    fin_cases i <;> fin_cases j
    · change 1 * c + x / 2 * s = 1
      linarith
    · change 1 * -s + x / 2 * c = -(x / 2)
      linarith
    · change -(x / 2) * c + 1 * s = x / 2
      linarith
    · change -(x / 2) * -s + 1 * c = 1
      linarith
  rw [cayleyStep, hA, hB, ← hM, ← Matrix.mul_assoc, Matrix.nonsing_inv_mul _ hdet,
    Matrix.one_mul]

/-- The normalised first-order update is the rotation by `arctan x`. -/
theorem normalizedStep_eq_rot (x : ℝ) : normalizedStep x = rot (Real.arctan x) := by
  ext i j
  fin_cases i <;> fin_cases j <;>
    simp [normalizedStep, rot, J, Real.cos_arctan, Real.sin_arctan, div_eq_inv_mul]

/-- For every real `x`, the difference `x - arctan x` equals `x³/3` up to an error of at most
`|x|⁵`. -/
theorem normalized_deficit_bound (x : ℝ) :
    |x - Real.arctan x - x ^ 3 / 3| ≤ |x| ^ 5 := by
  have hd : ∀ t ∈ Set.Icc (-|x|) |x|,
      HasDerivWithinAt (fun t : ℝ => t - Real.arctan t - t ^ 3 / 3)
        (-(t ^ 4 / (1 + t ^ 2))) (Set.Icc (-|x|) |x|) t := by
    intro t _
    have h := ((hasDerivAt_id' t).fun_sub (Real.hasDerivAt_arctan t)).fun_sub
      ((hasDerivAt_pow 3 t).div_const 3)
    refine (h.congr_deriv ?_).hasDerivWithinAt
    have e : ((3 : ℕ) : ℝ) * t ^ (3 - 1) / 3 = t ^ 2 := by norm_num
    have h0 : 1 + t ^ 2 ≠ 0 := by positivity
    rw [e]
    field_simp
    ring
  have hb : ∀ t ∈ Set.Icc (-|x|) |x|, ‖-(t ^ 4 / (1 + t ^ 2))‖ ≤ |x| ^ 4 := by
    intro t ht
    rw [Real.norm_eq_abs, abs_neg, abs_of_nonneg (by positivity)]
    have h1 : t ^ 4 / (1 + t ^ 2) ≤ t ^ 4 :=
      div_le_self (by positivity) (by nlinarith [sq_nonneg t])
    have h2 : |t| ^ 4 ≤ |x| ^ 4 := pow_le_pow_left₀ (abs_nonneg t) (abs_le.mpr ht) 4
    have h3 : |t| ^ 4 = t ^ 4 := (by decide : Even 4).pow_abs t
    linarith
  -- Mean value inequality between `0` and `x`.
  have h := Convex.norm_image_sub_le_of_norm_hasDerivWithin_le hd hb (convex_Icc _ _)
    (show (0 : ℝ) ∈ Set.Icc (-|x|) |x| from ⟨by linarith [abs_nonneg x], abs_nonneg x⟩)
    (show x ∈ Set.Icc (-|x|) |x| from ⟨neg_abs_le x, le_abs_self x⟩)
  simp only [Real.arctan_zero, sub_zero, Real.norm_eq_abs, ne_eq, OfNat.ofNat_ne_zero,
    not_false_eq_true, zero_pow, zero_div] at h
  calc |x - Real.arctan x - x ^ 3 / 3| ≤ |x| ^ 4 * |x| := h
    _ = |x| ^ 5 := by ring

/-- For every real `x`, the difference `x - 2 arctan(x/2)` equals `x³/12` up to an error of at most
`|x|⁵/16`. -/
theorem cayley_deficit_bound (x : ℝ) :
    |x - 2 * Real.arctan (x / 2) - x ^ 3 / 12| ≤ |x| ^ 5 / 16 := by
  have h := normalized_deficit_bound (x / 2)
  have e : x - 2 * Real.arctan (x / 2) - x ^ 3 / 12
      = 2 * (x / 2 - Real.arctan (x / 2) - (x / 2) ^ 3 / 3) := by ring
  have e2 : |x / 2| = |x| / 2 := by rw [abs_div, abs_two]
  rw [e2] at h
  rw [e, abs_mul, abs_two]
  calc _ ≤ 2 * (|x| / 2) ^ 5 := by linarith
    _ = |x| ^ 5 / 16 := by ring

/-- If `d x` equals `c x³` up to an error of at most `K |x|⁵` for every real `x`, then `d x / x³`
tends to `c` as `x` tends to zero through nonzero values. -/
theorem tendsto_cubic_coefficient {d : ℝ → ℝ} {c K : ℝ}
    (h : ∀ x, |d x - c * x ^ 3| ≤ K * |x| ^ 5) :
    Tendsto (fun x => d x / x ^ 3) (𝓝[≠] 0) (𝓝 c) := by
  have hK : Tendsto (fun x : ℝ => K * |x| ^ 2) (𝓝 0) (𝓝 0) := by
    have hc : Continuous (fun x : ℝ => K * |x| ^ 2) := by fun_prop
    simpa using hc.tendsto 0
  refine tendsto_sub_nhds_zero_iff.mp
    (squeeze_zero_norm' ?_ (hK.mono_left nhdsWithin_le_nhds))
  filter_upwards [self_mem_nhdsWithin] with x hx
  have hx0 : x ≠ 0 := hx
  have e : d x / x ^ 3 - c = (d x - c * x ^ 3) / x ^ 3 := by field_simp
  rw [e, Real.norm_eq_abs, abs_div, abs_pow, div_le_iff₀ (by positivity)]
  calc _ ≤ K * |x| ^ 5 := h x
    _ = K * |x| ^ 2 * |x| ^ 3 := by ring

/-- As the step `x` tends to zero, the rotation angle of `exp(xJ)` minus that of the
approximate update, divided by `x³`, tends to `1/12` for the Cayley update and to `1/3`
for the normalised first-order update. -/
theorem retraction_angle_deficits :
    Tendsto (fun x : ℝ => (rotationAngle (NormedSpace.exp (x • J))
      - rotationAngle (cayleyStep x)) / x ^ 3) (𝓝[≠] 0) (𝓝 (1 / 12)) ∧
    Tendsto (fun x : ℝ => (rotationAngle (NormedSpace.exp (x • J))
      - rotationAngle (normalizedStep x)) / x ^ 3) (𝓝[≠] 0) (𝓝 (1 / 3)) := by
  -- For all sufficiently small nonzero steps the exponential update has angle `x`.
  have hev : ∀ᶠ x : ℝ in 𝓝[≠] 0, rotationAngle (NormedSpace.exp (x • J)) = x := by
    filter_upwards [nhdsWithin_le_nhds
      (Ioo_mem_nhds (neg_lt_zero.mpr Real.pi_pos) Real.pi_pos)] with x hx
    rw [exp_generator, rotationAngle_rot hx.1 hx.2.le]
  constructor
  · have hl : Tendsto (fun x : ℝ => (x - 2 * Real.arctan (x / 2)) / x ^ 3)
        (𝓝[≠] 0) (𝓝 (1 / 12)) := by
      refine tendsto_cubic_coefficient (K := 1 / 16) fun x => ?_
      convert cayley_deficit_bound x using 1 <;> ring_nf
    refine hl.congr' ?_
    filter_upwards [hev] with x hx
    rw [hx, cayleyStep_eq_rot, rotationAngle_rot
      (by linarith [Real.neg_pi_div_two_lt_arctan (x / 2)])
      (by linarith [Real.arctan_lt_pi_div_two (x / 2)])]
  · have hl : Tendsto (fun x : ℝ => (x - Real.arctan x) / x ^ 3)
        (𝓝[≠] 0) (𝓝 (1 / 3)) := by
      refine tendsto_cubic_coefficient (K := 1) fun x => ?_
      convert normalized_deficit_bound x using 1 <;> ring_nf
    refine hl.congr' ?_
    filter_upwards [hev] with x hx
    rw [hx, normalizedStep_eq_rot, rotationAngle_rot
      (by linarith [Real.neg_pi_div_two_lt_arctan x, Real.pi_pos])
      (by linarith [Real.arctan_lt_pi_div_two x, Real.pi_pos])]

end

end OrbitalRotationRetractions
```

```lean
#print axioms OrbitalRotationRetractions.normalizedStep_eq_rot
-- 'OrbitalRotationRetractions.normalizedStep_eq_rot' depends on axioms: [propext, Classical.choice, Quot.sound]
#print axioms OrbitalRotationRetractions.retraction_angle_deficits
-- 'OrbitalRotationRetractions.retraction_angle_deficits' depends on axioms: [propext, Classical.choice, Quot.sound]
```

## How the proof follows the derivation

`exp_generator` replaces the separate summation of even and odd terms by an algebra map. `Complex.liftAux J hJ` sends $i$ to $J$, which is allowed because `hJ` proves $J^2=-1$. The map is linear on a finite-dimensional space and hence continuous, so `NormedSpace.map_exp` carries $e^{ix}$ to $e^{xJ}$. Euler's formula then supplies the entries of `rot x`.

`cayleyStep_eq_rot` avoids writing out the inverse. Its facts `h1` and `h2` are the identities $\cos2\alpha+a\sin2\alpha=1$ and $\sin2\alpha-a\cos2\alpha=a$. Together they give `hM`, which says that $(1-aJ)R(2\alpha)=1+aJ$. The determinant $1+x^2/4$ is positive, so the factor $1-aJ$ can be cancelled. `normalizedStep_eq_rot` compares entries using the formulas for the sine and cosine of an arctangent.

In `normalized_deficit_bound`, `hd` is the derivative of $g$ and `hb` its bound on $[-|x|,|x|]$; the mean value inequality is then applied between $0$ and $x$. `cayley_deficit_bound` is the rescaling by one half. Both bounds hold for every real $x$. For $|x|<\pi$, where $\vartheta(e^{xJ})=x$, the expressions $x-\arctan x$ and $x-2\arctan(x/2)$ are the differences of the angles read from the matrices.

`tendsto_cubic_coefficient` turns a fifth-order error bound into a limit by squeezing the remainder under $K|x|^2$. In the final theorem, `hev` states that the exponential has angle $x$ for all sufficiently small nonzero steps. On those steps `hl.congr'` replaces the explicit arctangent expressions by the angles read from the matrices.
